# The Fejér kernel with N ≥ 1 moments is nonnegative and gives 1 − cos u the mean 1/N

In the kernel polynomial method a density of states is rebuilt from $N$ Chebyshev moments, each multiplied by a damping factor before the series is summed. The factors decide whether the truncated series can turn negative and how far it smears a sharp level. With the spectrum scaled to $[-1,1]$ and energy written as $\cos\theta$, the Fejér factors $1-n/N$ correspond to averaging over the angle with

$$F(u)=1+2\sum_{1\le n<N}\Bigl(1-\frac nN\Bigr)\cos nu .$$

Write $\langle f\rangle=\frac1{2\pi}\int_{-\pi}^{\pi}f(u)\,du$. For $N\ge1$ the claim is that $F\ge0$, $\langle F\rangle=1$ and $\langle(1-\cos u)F\rangle=1/N$. The last quantity, the angular spread, is compared with the Jackson value $1-\cos\frac{\pi}{N+1}$.

## Phases, modes and the spread

Let $S_N=\sum_{j<N}e^{iju}$. Adding one phase gives

$$|S_{N+1}|^2=|S_N|^2+1+2\sum_{j<N}\cos((N-j)u)=|S_N|^2+1+2\sum_{n=1}^{N}\cos nu .$$

Starting from $S_0=0$, induction yields $|S_N|^2=N+2\sum_{1\le n<N}(N-n)\cos nu$. Division by $N$ gives $F=|S_N|^2/N\ge0$.

For an integer $k\neq0$, $\cos(a-ku)$ has the antiderivative $-\sin(a-ku)/k$, which agrees at $\pm\pi$, so its mean is zero; for $k=0$ the mean is $\cos a$. The product-to-sum formula gives

$$\cos(m(\theta-u))F(u)=\cos(m\theta-mu)+\sum_{1\le n<N}\Bigl(1-\frac nN\Bigr)\bigl[\cos(m\theta-(m-n)u)+\cos(m\theta-(m+n)u)\bigr].$$

Only a zero frequency survives averaging: the first term if $m=0$, the term $n=m$ if $1\le m<N$, and nothing if $m\ge N$. The mode $\cos m\theta$ is therefore multiplied by $1-m/N$ or removed. At $\theta=0$, $m=0$ gives $\langle F\rangle=1$ and $m=1$ gives $\langle\cos u\,F\rangle=1-1/N$, also when $N=1$. Their difference is $1/N$.

Finally, $\cos x\ge1-x^2/2$ at $x=\pi/(N+1)$ gives

$$1-\cos\frac{\pi}{N+1}\le\frac{\pi^2}{2(N+1)^2}\le\frac{\pi^2}{2(N+1)}\cdot\frac1N .$$

For $N=1,2$ the Jackson value equals $1/N$. For $N\ge3$ it is smaller: since $\pi^2<10$, it suffices that $10N<2(N+1)^2$, that is, $N(N-3)+1>0$.

## Kernel and mean as Lean definitions

```lean
import Mathlib

open Real

namespace FejerResolution

noncomputable section
```

`Finset.Ico 1 N` is the range $1\le n<N$, and the angle is a real number.

```lean
/-- The Fejér kernel with `N` Chebyshev moments, as a function of the angle `u`. -/
def fejer (N : ℕ) (u : ℝ) : ℝ :=
  1 + 2 * ∑ n ∈ Finset.Ico 1 N, (1 - (n : ℝ) / N) * cos (n * u)
```

The mean fixes the period $[-\pi,\pi]$ and the factor $1/(2\pi)$.

```lean
/-- The mean of a function over the period from `-π` to `π`. -/
def periodMean (f : ℝ → ℝ) : ℝ := (∫ u in (-π)..π, f u) / (2 * π)
```

The spread is defined for any real function `K`. It refers to angle, not energy, and it is not a peak width: $1-\cos u$ is close to $u^2/2$ for small $u$, and the tails of the kernel count as well. For the Fejér kernel with large $N$, most of the spread comes from outside the central peak, which ends at $u=\pm2\pi/N$.

```lean
/-- The angular spread of a kernel: the period mean of `1 - cos u` weighted with the kernel. -/
def angularSpread (K : ℝ → ℝ) : ℝ := periodMean (fun u => (1 - cos u) * K u)
```

## The square form

The induction is carried out with real and imaginary parts. `cross` is the sum of new cosines, and `linear_combination` adds it to the induction hypothesis and $\sin^2+\cos^2=1$.

The proof turns on `Finset.sum_nbij'`, which changes the summation index from $j$ to $n=N-j$. It takes the map and its inverse, then asks for five checks: each map lands in the other index set, the two undo each other in either order, and the summands agree. Subtraction of natural numbers stops at zero, so the checks use the index bounds; `omega` settles the first four.

```lean
/-- The squared modulus of a sum of `N` equally spaced phases, written through its real and
imaginary parts, is a cosine sum with triangular weights. -/
theorem phase_sum_sq (N : ℕ) (u : ℝ) :
    (∑ j ∈ Finset.range N, cos (j * u)) ^ 2 + (∑ j ∈ Finset.range N, sin (j * u)) ^ 2
      = N + 2 * ∑ n ∈ Finset.Ico 1 N, ((N : ℝ) - n) * cos (n * u) := by
  induction N with
  | zero => simp
  | succ N ih =>
    -- the cross terms with the new phase depend only on index differences
    have cross : (∑ j ∈ Finset.range N, cos (j * u)) * cos (N * u)
        + (∑ j ∈ Finset.range N, sin (j * u)) * sin (N * u)
        = ∑ n ∈ Finset.Ico 1 (N + 1), cos (n * u) := by
      rw [Finset.sum_mul, Finset.sum_mul, ← Finset.sum_add_distrib]
      refine Finset.sum_nbij' (fun j => N - j) (fun n => N - n) ?_ ?_ ?_ ?_ ?_
      · intro j hj
        simp only [Finset.mem_range, Finset.mem_Ico] at *
        omega
      · intro j hj
        simp only [Finset.mem_range, Finset.mem_Ico] at *
        omega
      · intro j hj
        simp only [Finset.mem_range] at *
        omega
      · intro j hj
        simp only [Finset.mem_Ico] at *
        omega
      · intro j hj
        have hle : j ≤ N := (Finset.mem_range.mp hj).le
        rw [Nat.cast_sub hle, sub_mul, cos_sub]
        ring
    have top : ∑ n ∈ Finset.Ico 1 (N + 1), ((N : ℝ) - n) * cos (n * u)
        = ∑ n ∈ Finset.Ico 1 N, ((N : ℝ) - n) * cos (n * u) := by
      rcases Nat.eq_zero_or_pos N with h | h
      · subst h
        simp
      · rw [Finset.sum_Ico_succ_top h, sub_self, zero_mul, add_zero]
    have split : ∑ n ∈ Finset.Ico 1 (N + 1), (((N + 1 : ℕ) : ℝ) - n) * cos (n * u)
        = ∑ n ∈ Finset.Ico 1 (N + 1), ((N : ℝ) - n) * cos (n * u)
          + ∑ n ∈ Finset.Ico 1 (N + 1), cos (n * u) := by
      rw [← Finset.sum_add_distrib]
      refine Finset.sum_congr rfl fun n _ => ?_
      push_cast
      ring
    rw [split, top, Finset.sum_range_succ, Finset.sum_range_succ]
    push_cast
    linear_combination ih + 2 * cross + sin_sq_add_cos_sq ((N : ℝ) * u)
```

Dividing by $N$ and passing to the complex norm gives the form from which positivity is read off.

```lean
/-- The Fejér kernel is the squared modulus of a sum of `N` phases, divided by `N`. -/
theorem fejer_eq_norm_sq {N : ℕ} (hN : 0 < N) (u : ℝ) :
    fejer N u
      = ‖∑ j ∈ Finset.range N, Complex.exp (((j * u : ℝ) : ℂ) * Complex.I)‖ ^ 2 / N := by
  have hN' : (N : ℝ) ≠ 0 := by exact_mod_cast hN.ne'
  have scale : ∑ n ∈ Finset.Ico 1 N, ((N : ℝ) - n) * cos (n * u)
      = (∑ n ∈ Finset.Ico 1 N, (1 - (n : ℝ) / N) * cos (n * u)) * N := by
    rw [Finset.sum_mul]
    refine Finset.sum_congr rfl fun n _ => ?_
    linear_combination cos (n * u) * div_mul_cancel₀ (n : ℝ) hN'
  rw [eq_div_iff hN', Complex.sq_norm, Complex.normSq_apply]
  simp only [Complex.re_sum, Complex.im_sum, Complex.exp_ofReal_mul_I_re,
    Complex.exp_ofReal_mul_I_im]
  unfold fejer
  linear_combination -(phase_sum_sq N u) - 2 * scale
```

## Averaging the modes

Linearity is stated for continuous functions, which are integrable over the period.

```lean
/-- The period mean is linear on finite combinations of continuous functions. -/
theorem periodMean_linear (s : Finset ℕ) (c : ℕ → ℝ) {f : ℝ → ℝ} {g : ℕ → ℝ → ℝ}
    (hf : Continuous f) (hg : ∀ n, Continuous (g n)) :
    periodMean (fun u => f u + ∑ n ∈ s, c n * g n u)
      = periodMean f + ∑ n ∈ s, c n * periodMean (g n) := by
  have hcg : ∀ n, Continuous (fun u => c n * g n u) := fun n => continuous_const.mul (hg n)
  unfold periodMean
  rw [intervalIntegral.integral_add (hf.intervalIntegrable _ _)
      ((continuous_finsetSum s fun n _ => hcg n).intervalIntegrable _ _),
    intervalIntegral.integral_finsetSum (fun n _ => (hcg n).intervalIntegrable _ _),
    add_div, Finset.sum_div]
  congr 1
  refine Finset.sum_congr rfl fun n _ => ?_
  rw [intervalIntegral.integral_const_mul, mul_div_assoc]
```

The next lemma applies the fundamental theorem of calculus to the antiderivative above.

```lean
/-- The function `cos (a - k u)` with integer `k` has period mean `cos a` if `k = 0` and zero
otherwise. -/
theorem periodMean_cos (a : ℝ) (k : ℤ) :
    periodMean (fun u => cos (a - k * u)) = if k = 0 then cos a else 0 := by
  unfold periodMean
  split_ifs with hk
  · subst hk
    simp only [Int.cast_zero, zero_mul, sub_zero, intervalIntegral.integral_const, smul_eq_mul]
    rw [show π - -π = 2 * π by ring]
    exact mul_div_cancel_left₀ _ (by positivity)
  · have hk' : (k : ℝ) ≠ 0 := by exact_mod_cast hk
    have hd : ∀ u ∈ Set.uIcc (-π) π,
        HasDerivAt (fun u : ℝ => -sin (a - k * u) / k) (cos (a - k * u)) u := by
      intro u _
      have h1 : HasDerivAt (fun u : ℝ => a - k * u) (-(k : ℝ)) u :=
        (((hasDerivAt_id' u).const_mul (k : ℝ)).const_sub a).congr_deriv (by ring)
      refine (h1.sin.fun_neg.div_const (k : ℝ)).congr_deriv ?_
      rw [mul_neg, neg_neg, mul_div_assoc, div_self hk', mul_one]
    have hs : sin (a - k * (-π)) = sin (a - k * π) := by
      rw [← Real.sin_add_int_mul_two_pi (a - k * π) k]
      congr 1
      ring
    rw [intervalIntegral.integral_eq_sub_of_hasDerivAt hd
      (Continuous.intervalIntegrable (by fun_prop) _ _)]
    simp only [hs, sub_self, zero_div]
```

In the damping theorem, `expand` is the product-to-sum formula and `pair` keeps only $n=m$.

```lean
/-- Averaging the mode `cos (m θ)` with the Fejér kernel multiplies it by `1 - m/N` when
`m < N` and removes it when `m ≥ N`. -/
theorem fejer_damps_mode {N : ℕ} (hN : 0 < N) (m : ℕ) (θ : ℝ) :
    periodMean (fun u => cos (m * (θ - u)) * fejer N u)
      = if m < N then (1 - (m : ℝ) / N) * cos (m * θ) else 0 := by
  -- product-to-sum formula, term by term
  have expand : (fun u => cos (m * (θ - u)) * fejer N u) = fun u =>
      cos (m * θ - ((m : ℤ) : ℝ) * u) + ∑ n ∈ Finset.Ico 1 N, (1 - (n : ℝ) / N) *
        (cos (m * θ - (((m : ℤ) - n : ℤ) : ℝ) * u)
          + cos (m * θ - (((m : ℤ) + n : ℤ) : ℝ) * u)) := by
    funext u
    unfold fejer
    rw [mul_add, mul_one, Finset.mul_sum, Finset.mul_sum]
    congr 1
    · congr 1
      push_cast
      ring
    · refine Finset.sum_congr rfl fun n _ => ?_
      rw [show (m : ℝ) * θ - (((m : ℤ) - n : ℤ) : ℝ) * u = m * (θ - u) + n * u by
          push_cast; ring,
        show (m : ℝ) * θ - (((m : ℤ) + n : ℤ) : ℝ) * u = m * (θ - u) - n * u by
          push_cast; ring, cos_add, cos_sub]
      ring
  have pair : ∀ n ∈ Finset.Ico 1 N, (1 - (n : ℝ) / N) * periodMean (fun u =>
        cos (m * θ - (((m : ℤ) - n : ℤ) : ℝ) * u)
          + cos (m * θ - (((m : ℤ) + n : ℤ) : ℝ) * u))
      = if n = m then (1 - (n : ℝ) / N) * cos (m * θ) else 0 := by
    intro n hn
    have hn1 := (Finset.mem_Ico.mp hn).1
    have h := periodMean_linear {0} (fun _ => 1)
      (f := fun u => cos (m * θ - (((m : ℤ) - n : ℤ) : ℝ) * u))
      (g := fun _ u => cos (m * θ - (((m : ℤ) + n : ℤ) : ℝ) * u))
      (by fun_prop) (fun _ => by fun_prop)
    simp only [Finset.sum_singleton, one_mul] at h
    rw [h, periodMean_cos, periodMean_cos, if_neg (show ¬ ((m : ℤ) + n = 0) by omega), add_zero]
    by_cases hnm : n = m
    · rw [if_pos hnm, if_pos (by omega)]
    · rw [if_neg hnm, if_neg (by omega), mul_zero]
  rw [expand, periodMean_linear _ _ (by fun_prop) (fun n => by fun_prop),
    Finset.sum_congr rfl pair, Finset.sum_ite_eq', periodMean_cos]
  rcases Nat.eq_zero_or_pos m with h | h
  · subst h
    simp [hN]
  · rw [if_neg (show ¬ ((m : ℤ) = 0) by omega), zero_add]
    by_cases hm : m < N
    · rw [if_pos hm, if_pos (Finset.mem_Ico.mpr ⟨h, hm⟩)]
    · rw [if_neg hm, if_neg (fun h' => hm (Finset.mem_Ico.mp h').2)]
```

The hypothesis `0 < N` matters here. For $N=0$ the sum is empty and $F=1$, so the mode $m=0$ has mean $1$, whereas the rule would remove it.

Nonnegativity now follows from the square form, and the mean and the spread follow from modes 0 and 1.

```lean
/-- The Fejér kernel is nonnegative, has period mean one, and has angular spread
exactly `1/N`. -/
theorem fejer_resolution {N : ℕ} (hN : 0 < N) :
    (∀ u, 0 ≤ fejer N u) ∧ periodMean (fejer N) = 1 ∧ angularSpread (fejer N) = 1 / N := by
  have h0 : periodMean (fejer N) = 1 := by
    simpa [hN] using fejer_damps_mode hN 0 0
  have h1 : periodMean (fun u => cos u * fejer N u) = 1 - 1 / N := by
    have h := fejer_damps_mode hN 1 0
    simp only [Nat.cast_one, one_mul, zero_sub, cos_neg, cos_zero, mul_one] at h
    rw [h]
    split_ifs with hlt
    · rfl
    · have : N = 1 := by omega
      subst this
      norm_num
  have hc : Continuous (fejer N) := by
    unfold fejer
    exact continuous_const.add (continuous_const.mul
      (continuous_finsetSum _ fun n _ => by fun_prop))
  refine ⟨fun u => ?_, h0, ?_⟩
  · rw [fejer_eq_norm_sq hN]
    positivity
  · -- the spread is the zeroth minus the first damping factor
    have e : (fun u => (1 - cos u) * fejer N u)
        = fun u => fejer N u - cos u * fejer N u := by
      funext u
      ring
    unfold angularSpread
    rw [e]
    have hcc : Continuous (fun u => cos u * fejer N u) := continuous_cos.mul hc
    have hsub : (∫ u in (-π)..π, (fejer N u - cos u * fejer N u))
        = (∫ u in (-π)..π, fejer N u) - ∫ u in (-π)..π, cos u * fejer N u :=
      intervalIntegral.integral_sub (hc.intervalIntegrable _ _) (hcc.intervalIntegrable _ _)
    unfold periodMean at h0 h1 ⊢
    beta_reduce at h1 ⊢
    rw [hsub, sub_div, h0, h1]
    ring
```

## Comparison with the Jackson value

The Jackson value is the angular spread of the Jackson kernel with $N$ moments, another choice of damping factors. Here it enters only as a number; the file defines no Jackson kernel, so it does not prove this identification, and it proves no optimality.

```lean
/-- The Jackson value `1 - cos (π/(N+1))` is at most `π²/(2(N+1)²)`. -/
theorem jackson_value_le (N : ℕ) :
    1 - cos (π / ((N : ℝ) + 1)) ≤ π ^ 2 / (2 * ((N : ℝ) + 1) ^ 2) := by
  have h := Real.one_sub_sq_div_two_le_cos (x := π / ((N : ℝ) + 1))
  have e : (π / ((N : ℝ) + 1)) ^ 2 / 2 = π ^ 2 / (2 * ((N : ℝ) + 1) ^ 2) := by
    rw [div_pow, div_div, mul_comm (2 : ℝ)]
  linarith
```

The strict comparison treats $N=1,2$ by exact cosines and $N\ge3$ by the estimate $\pi^2\le10$.

```lean
/-- The Jackson value lies strictly below the angular spread of the Fejér kernel exactly when
at least three moments are kept. -/
theorem jackson_value_lt_fejer_spread_iff {N : ℕ} (hN : 0 < N) :
    1 - cos (π / ((N : ℝ) + 1)) < angularSpread (fejer N) ↔ 3 ≤ N := by
  rw [(fejer_resolution hN).2.2]
  constructor
  · intro h
    by_contra hlt
    have h12 : N = 1 ∨ N = 2 := by omega
    -- for one and two moments the two numbers coincide
    rcases h12 with rfl | rfl
    · rw [show π / (((1 : ℕ) : ℝ) + 1) = π / 2 by norm_num, cos_pi_div_two] at h
      norm_num at h
    · rw [show π / (((2 : ℕ) : ℝ) + 1) = π / 3 by norm_num, cos_pi_div_three] at h
      norm_num at h
  · intro h3
    have h3' : (3 : ℝ) ≤ N := by exact_mod_cast h3
    have hp : π ^ 2 ≤ 10 := by nlinarith [pi_lt_d2, pi_pos]
    have hpN : π ^ 2 * N ≤ 10 * N := mul_le_mul_of_nonneg_right hp (by linarith)
    refine lt_of_le_of_lt (jackson_value_le N) ?_
    rw [div_lt_div_iff₀ (by positivity) (by linarith)]
    nlinarith [mul_nonneg (show (0 : ℝ) ≤ N by linarith) (sub_nonneg.mpr h3')]
```

The last bound limits the ratio of the Jackson value to the Fejér spread to at most $\pi^2/(2(N+1))$, which is below one from $N=4$ on and falls off as $1/N$ for large $N$. This does not make the Jackson peak narrower: the spread also counts the tails, and for large $N$ the central peak of the Jackson kernel is in fact wider than that of the Fejér kernel, which is not proved here. The moments are taken as exact; stochastic errors in them are not modelled.

```lean
/-- The Jackson value is at most `π²/(2(N+1))` times the angular spread of the Fejér kernel. -/
theorem jackson_value_le_mul_fejer_spread {N : ℕ} (hN : 0 < N) :
    1 - cos (π / ((N : ℝ) + 1))
      ≤ π ^ 2 / (2 * ((N : ℝ) + 1)) * angularSpread (fejer N) := by
  have hN' : (0 : ℝ) < N := by exact_mod_cast hN
  rw [(fejer_resolution hN).2.2, div_mul_div_comm, mul_one]
  refine (jackson_value_le N).trans ?_
  exact div_le_div_of_nonneg_left (by positivity) (by positivity) (by nlinarith)

end

end FejerResolution
```

```lean
#print axioms FejerResolution.periodMean_cos
-- 'FejerResolution.periodMean_cos' depends on axioms: [propext, Classical.choice, Quot.sound]
#print axioms FejerResolution.jackson_value_lt_fejer_spread_iff
-- 'FejerResolution.jackson_value_lt_fejer_spread_iff' depends on axioms: [propext, Classical.choice, Quot.sound]
#print axioms FejerResolution.jackson_value_le_mul_fejer_spread
-- 'FejerResolution.jackson_value_le_mul_fejer_spread' depends on axioms: [propext, Classical.choice, Quot.sound]
```
